# Finitely many real point charges have a real structure factor at every wave vector exactly when they are symmetric about the origin

## Can an asymmetric cluster have real structure factors by accident?

When my cluster of point charges is symmetric about the origin, I drop the sine sums from $S(\mathbf G)=\sum_{\mathbf x} q(\mathbf x)\,e^{-i\mathbf G\cdot\mathbf x}$ and store real numbers only. That is safe, because the sines cancel in pairs. Now I have a cluster of unknown symmetry whose $S(\mathbf G)$ comes out real on my whole grid $\mathbf G=2\pi\mathbf n/L$, with $\mathbf n$ an integer vector. May I conclude that it is symmetric about the origin, or could the sines cancel without that symmetry?

## Not if every wave vector is counted, but a grid can mislead

If $S(\mathbf G)$ is real for all $\mathbf G\in\mathbb R^d$, the cluster is symmetric about the origin. Your grid alone doesn't settle it, because it can't distinguish positions that differ by $L$ along an axis: a single unit charge at distance $L$ from the origin along an axis gives $S=1$ at every grid point, just as a unit charge at the origin would. If all coordinates of your charges lie strictly between $-L/2$ and $L/2$, this ambiguity is absent, and reality for every integer vector $\mathbf n$ does imply symmetry (a case not proved in the Lean code below).

### Reality as an equality of two structures

Allow complex weights $q$ and any centre $\mathbf c$. Invert the structure through $\mathbf c$ and conjugate its weights: $\tilde q(\mathbf x)=\overline{q(2\mathbf c-\mathbf x)}$. Substituting $\mathbf y=2\mathbf c-\mathbf x$,

$$\tilde S(\mathbf G)=\sum_{\mathbf y}\overline{q(\mathbf y)}\,e^{-i\mathbf G\cdot(2\mathbf c-\mathbf y)}=e^{-2i\mathbf G\cdot\mathbf c}\,\overline{S(\mathbf G)}.$$

The number $e^{i\mathbf G\cdot\mathbf c}S(\mathbf G)$ is real when it equals its conjugate $e^{-i\mathbf G\cdot\mathbf c}\,\overline{S(\mathbf G)}$, that is, when $S(\mathbf G)=\tilde S(\mathbf G)$. If this holds for all $\mathbf G$, we have to show that $q=\tilde q$; the converse is immediate.

So suppose different weights gave the same $S$. Their difference would be a relation $\sum_{j=1}^m a_j e^{-i\mathbf G\cdot\mathbf x_j}=0$ for all $\mathbf G$, with distinct $\mathbf x_j$ and all $a_j\neq0$. Take the shortest such relation. Since a phase factor never vanishes, $m\ge2$. Choose

$$\mathbf H=\pi\,\frac{\mathbf x_1-\mathbf x_2}{|\mathbf x_1-\mathbf x_2|^2},$$

so that the phases of $\mathbf x_1$ and $\mathbf x_2$ at $\mathbf H$ differ by $\pi$. Replace $\mathbf G$ by $\mathbf G+\mathbf H$ and subtract $e^{-i\mathbf H\cdot\mathbf x_1}$ times the original relation. The first term disappears and the second survives, which leaves a shorter relation: a contradiction.

With $\mathbf c=0$ and real $q$, the condition $q=\tilde q$ reads $q(-\mathbf x)=q(\mathbf x)$. Applied to $iq$, the same argument shows that $S$ is purely imaginary everywhere exactly when $q(-\mathbf x)=-q(\mathbf x)$.

Real weights matter. For $\mathbf a\ne0$, the weights $q(\mathbf a)=i$, $q(-\mathbf a)=-i$ give the real $S(\mathbf G)=2\sin(\mathbf G\cdot\mathbf a)$ without being even.

### What the Lean statements say

`real_iff_centrosymmetric` takes `q : Space d →₀ ℂ`, a complex function on $\mathbb R^d$ that is nonzero at finitely many points, and the hypothesis `hq` that its values are real. It says that `structureFactor q G` has zero imaginary part for all `G` if and only if `q (-x) = q x` for all `x`.

`Space d` serves for both positions and wave vectors, without units. The sign is $e^{-i\mathbf G\cdot\mathbf x}$, with no prefactor. `planeWave x G` is read as a function of $\mathbf G$ at fixed position, the reverse of the usual reading. The centre enters as `c + c - x`.

Weights are independent of $\mathbf G$, as for point charges. The step left to you is the periodic crystal, where $S$ is sampled on the reciprocal lattice and symmetry holds modulo lattice vectors. Some plane-wave electronic-structure codes exploit inversion symmetry about the origin there, which makes the Fourier coefficients of a real local potential real; the theorem treats the analogous question for a finite, non-periodic set of points.

```lean
import Mathlib

open ComplexConjugate

namespace CentrosymmetryCriterion

noncomputable section

/-- Position space, and also the space of wave vectors, in `d` dimensions. -/
abbrev Space (d : ℕ) := EuclideanSpace ℝ (Fin d)

variable {d : ℕ}

/-- The phase factor `exp(-i G·x)` of a scatterer at `x` for the wave vector `G`. -/
def planeWave (x G : Space d) : ℂ :=
  Complex.exp (-(Complex.I * ((inner ℝ G x : ℝ) : ℂ)))

/-- The structure factor `S(G) = ∑ q(x) exp(-i G·x)` of finitely many weighted scatterers. -/
def structureFactor (q : Space d →₀ ℂ) (G : Space d) : ℂ :=
  q.sum fun x a => a * planeWave x G

/-- The structure inverted through the centre `c`, with every weight complex conjugated. -/
def invertConj (c : Space d) (q : Space d →₀ ℂ) : Space d →₀ ℂ :=
  Finsupp.mapDomain (fun x => c + c - x) (Finsupp.mapRange (starRingEnd ℂ) (map_zero _) q)

/-- Phase factors multiply when positions are added. -/
theorem planeWave_add (x y G : Space d) :
    planeWave (x + y) G = planeWave x G * planeWave y G := by
  simp only [planeWave, inner_add_right, Complex.ofReal_add, ← Complex.exp_add]
  congr 1
  ring

/-- Inverting a position through the origin conjugates its phase factor. -/
theorem planeWave_neg (x G : Space d) : planeWave (-x) G = conj (planeWave x G) := by
  simp only [planeWave, inner_neg_right, Complex.ofReal_neg, ← Complex.exp_conj, map_neg,
    map_mul, Complex.conj_I, Complex.conj_ofReal]
  congr 1
  ring

/-- Two different positions have different phase factors for some wave vector. -/
theorem planeWave_separates {x y : Space d} (h : x ≠ y) :
    ∃ G, planeWave x G ≠ planeWave y G := by
  have hv : ‖x - y‖ ≠ 0 := norm_ne_zero_iff.2 (sub_ne_zero.2 h)
  -- along the separation, choose the length of G that gives a relative phase of π
  obtain ⟨G, hG⟩ : ∃ G : Space d, inner ℝ G (x - y) = Real.pi := by
    refine ⟨(Real.pi / ‖x - y‖ ^ 2) • (x - y), ?_⟩
    rw [real_inner_smul_left, real_inner_self_eq_norm_sq]
    exact div_mul_cancel₀ _ (pow_ne_zero 2 hv)
  have h1 : planeWave (x - y) G = -1 := by
    rw [planeWave, hG, Complex.exp_neg, mul_comm, Complex.exp_pi_mul_I]
    norm_num
  have h2 : planeWave x G = planeWave (x - y) G * planeWave y G := by
    rw [← planeWave_add, sub_add_cancel]
  refine ⟨G, fun heq => ?_⟩
  rw [h1, heq] at h2
  have h3 : planeWave y G = 0 := by linear_combination h2 / 2
  exact Complex.exp_ne_zero _ h3

/-- The phase factor of a fixed position as a character of the group of wave vectors. -/
def planeWaveHom (x : Space d) : Multiplicative (Space d) →* ℂ where
  toFun G := planeWave x G.toAdd
  map_one' := by simp [planeWave]
  map_mul' G H := by
    simp only [planeWave, toAdd_mul, inner_add_left, Complex.ofReal_add, ← Complex.exp_add]
    congr 1
    ring

/-- The structure factor, known at all wave vectors, determines the finitely supported weights. -/
theorem structureFactor_injective :
    Function.Injective (structureFactor : (Space d →₀ ℂ) → Space d → ℂ) := by
  have hinj : Function.Injective (planeWaveHom (d := d)) := by
    intro x y h
    by_contra hne
    obtain ⟨G, hG⟩ := planeWave_separates hne
    exact hG (DFunLike.congr_fun h (Multiplicative.ofAdd G))
  -- distinct characters are linearly independent
  have hli : LinearIndependent ℂ
      (fun x : Space d => (planeWaveHom x : Multiplicative (Space d) → ℂ)) :=
    (linearIndependent_monoidHom (Multiplicative (Space d)) ℂ).comp _ hinj
  have hS : ∀ (r : Space d →₀ ℂ) (G : Multiplicative (Space d)),
      Finsupp.linearCombination ℂ
        (fun x : Space d => (planeWaveHom x : Multiplicative (Space d) → ℂ)) r G
        = structureFactor r G.toAdd := by
    intro r G
    simp [Finsupp.linearCombination_apply, Finsupp.sum, Finset.sum_apply, structureFactor,
      planeWaveHom]
  intro p q h
  apply hli
  funext G
  rw [hS, hS, h]

/-- Inversion through `c` with conjugated weights turns `S(G)` into `exp(-2i G·c)` times the
complex conjugate of `S(G)`. -/
theorem structureFactor_invertConj (c : Space d) (q : Space d →₀ ℂ) (G : Space d) :
    structureFactor (invertConj c q) G = planeWave (c + c) G * conj (structureFactor q G) := by
  unfold structureFactor invertConj
  rw [Finsupp.sum_mapDomain_index, Finsupp.sum_mapRange_index]
  · simp only [Finsupp.sum, map_sum, Finset.mul_sum, map_mul]
    refine Finset.sum_congr rfl fun x _ => ?_
    rw [sub_eq_add_neg, planeWave_add (c + c) (-x), planeWave_neg]
    ring
  all_goals (intros; simp [add_mul])

/-- For complex weights and any centre `c`, the product `exp(i G·c) S(G)` is real at every `G`
if and only if inversion through `c` conjugates the weights. -/
theorem real_about_center_iff (c : Space d) (q : Space d →₀ ℂ) :
    (∀ G, (conj (planeWave c G) * structureFactor q G).im = 0) ↔
      ∀ x, q (c + c - x) = conj (q x) := by
  have key : ∀ G, (conj (planeWave c G) * structureFactor q G).im = 0 ↔
      structureFactor (invertConj c q) G = structureFactor q G := by
    intro G
    have hw : planeWave c G * conj (planeWave c G) = 1 := by
      rw [← planeWave_neg, ← planeWave_add, add_neg_cancel]
      simp [planeWave]
    rw [← Complex.conj_eq_iff_im, structureFactor_invertConj, planeWave_add, map_mul,
      Complex.conj_conj]
    constructor
    · intro h
      linear_combination planeWave c G * h + structureFactor q G * hw
    · intro h
      linear_combination conj (planeWave c G) * h
        - planeWave c G * conj (structureFactor q G) * hw
  have hval : ∀ x, invertConj c q (c + c - x) = conj (q x) := by
    intro x
    have hi : Function.Injective (fun x : Space d => c + c - x) :=
      fun _ _ h => sub_right_injective h
    exact (Finsupp.mapDomain_apply hi _ x).trans Finsupp.mapRange_apply
  constructor
  · intro h x
    -- equal structure factors force equal weights
    have he : invertConj c q = q := structureFactor_injective (funext fun G => (key G).1 (h G))
    rw [← hval x, he]
  · intro h G
    have he : invertConj c q = q := by
      ext1 y
      have hy := (hval (c + c - y)).trans (h (c + c - y)).symm
      rwa [sub_sub_cancel] at hy
    rw [key, he]

/-- **Centrosymmetry criterion.** For finitely supported real weights, the structure factor is
real at every wave vector if and only if the weights are symmetric under inversion through
the origin. -/
theorem real_iff_centrosymmetric (q : Space d →₀ ℂ) (hq : ∀ x, (q x).im = 0) :
    (∀ G, (structureFactor q G).im = 0) ↔ ∀ x, q (-x) = q x := by
  have hc : ∀ x, conj (q x) = q x := fun x => Complex.conj_eq_iff_im.2 (hq x)
  have h0 : ∀ G : Space d, planeWave 0 G = 1 := fun G => by simp [planeWave]
  simpa only [h0, map_one, one_mul, add_zero, zero_sub, hc] using real_about_center_iff 0 q

/-- For finitely supported real weights, the structure factor is purely imaginary at every wave
vector if and only if the weights change sign under inversion through the origin. -/
theorem imaginary_iff_antisymmetric (q : Space d →₀ ℂ) (hq : ∀ x, (q x).im = 0) :
    (∀ G, (structureFactor q G).re = 0) ↔ ∀ x, q (-x) = -q x := by
  have hc : ∀ x, conj (q x) = q x := fun x => Complex.conj_eq_iff_im.2 (hq x)
  have h0 : ∀ G : Space d, planeWave 0 G = 1 := fun G => by simp [planeWave]
  have hI : ∀ z : ℂ, (Complex.I * z).im = z.re := fun z => by simp
  have hS : ∀ G, structureFactor (Complex.I • q) G = Complex.I * structureFactor q G := by
    intro G
    unfold structureFactor
    rw [Finsupp.sum_smul_index]
    · simp only [Finsupp.sum, Finset.mul_sum, mul_assoc]
    · intros
      simp
  -- apply the complex criterion to the weights i q
  have h : (∀ G, (structureFactor q G).re = 0) ↔
      ∀ x, Complex.I * q (-x) = -Complex.I * q x := by
    simpa only [h0, map_one, one_mul, add_zero, zero_sub, hS, hI, Finsupp.smul_apply,
      smul_eq_mul, map_mul, Complex.conj_I, hc] using real_about_center_iff 0 (Complex.I • q)
  rw [h]
  refine forall_congr' fun x => ⟨fun e => ?_, fun e => ?_⟩
  · exact mul_left_cancel₀ Complex.I_ne_zero (by linear_combination e)
  · linear_combination Complex.I * e

/-- A single unit scatterer at `a ≠ 0` has `S(G) = 1` at every `G` with `G·a` an integer multiple
of `2π`, although its weights are not symmetric under inversion through the origin. -/
theorem discrete_wavevectors_insufficient (a : Space d) (ha : a ≠ 0) :
    (∀ (G : Space d) (n : ℤ), inner ℝ G a = 2 * Real.pi * n →
      structureFactor (Finsupp.single a 1) G = 1) ∧
    (Finsupp.single a (1 : ℂ)) (-a) ≠ (Finsupp.single a (1 : ℂ)) a := by
  constructor
  · intro G n h
    have hs : structureFactor (Finsupp.single a 1) G = planeWave a G := by
      simp [structureFactor]
    rw [hs, planeWave, h, Complex.exp_eq_one_iff]
    exact ⟨-n, by push_cast; ring⟩
  · have hne : a ≠ -a := by
      intro h
      have h2 : (2 : ℝ) • a = 0 := (two_smul ℝ a).trans (add_eq_zero_iff_eq_neg.2 h)
      exact ha ((smul_eq_zero.1 h2).resolve_left two_ne_zero)
    simp [hne]

end

end CentrosymmetryCriterion
```

```lean
#print axioms CentrosymmetryCriterion.real_iff_centrosymmetric
-- 'CentrosymmetryCriterion.real_iff_centrosymmetric' depends on axioms: [propext, Classical.choice, Quot.sound]
#print axioms CentrosymmetryCriterion.imaginary_iff_antisymmetric
-- 'CentrosymmetryCriterion.imaginary_iff_antisymmetric' depends on axioms: [propext, Classical.choice, Quot.sound]
#print axioms CentrosymmetryCriterion.discrete_wavevectors_insufficient
-- 'CentrosymmetryCriterion.discrete_wavevectors_insufficient' depends on axioms: [propext, Classical.choice, Quot.sound]
```

### From phase factors to the criterion

`planeWave_separates` constructs $\mathbf H$. `planeWaveHom` packages each phase factor as a character, and `structureFactor_injective` uses Mathlib's `linearIndependent_monoidHom` in place of the shortest-relation argument.

`structureFactor_invertConj` is the formula for $\tilde S$: it reindexes the sum and compares terms using `planeWave_add` and `planeWave_neg`. In `real_about_center_iff`, `key` turns reality at one $\mathbf G$ into $\tilde S=S$; the `linear_combination` steps multiply by a phase and use that its modulus is one. Injectivity then gives $\tilde q=q$, and `hval` reads this off point by point.

The real and imaginary criteria set `c` to zero, with weights `q` and `Complex.I • q`. `discrete_wavevectors_insufficient` is the grid example for any $\mathbf a\neq0$: $S=e^{-2\pi i n}=1$ whenever $\mathbf G\cdot\mathbf a=2\pi n$, while the weight is 1 at $\mathbf a$ and 0 at $-\mathbf a$.
